# The antiparticle created with spinor $\eta=-i\sigma_y\xi^*$ carries spin opposite to $\eta$, for two fermionic modes

Take the spin-up spinor $\xi=(1,0)$ along $z$. With $\sigma_x,\sigma_y,\sigma_z$ the Pauli matrices, its flip is $\eta=-i\sigma_y\xi^*=(0,1)$, which points down. Let $d_0,d_1$ be fermionic annihilators and build the two-component field $\psi=\eta\,d_0^\dagger+\xi\,d_1^\dagger$, so that $\psi_0=d_1^\dagger$ and $\psi_1=d_0^\dagger$. Then

$$J=\psi^\dagger\frac{\sigma_z}{2}\psi=\tfrac12\,(d_1d_1^\dagger-d_0d_0^\dagger)=\tfrac12\,(d_0^\dagger d_0-d_1^\dagger d_1),$$

by $d_sd_s^\dagger=1-d_s^\dagger d_s$. Mode 0 enters the field with the down spinor, and filling it raises $J$ by $1/2$. The sign comes from the field containing creators, so that the bilinear holds $dd^\dagger$, and from the minus sign in the reordering.

## The identities for an arbitrary axis

Let $n=(n_0,n_1,n_2)$ be real, $N=n\cdot\sigma=n_0\sigma_x+n_1\sigma_y+n_2\sigma_z$, and $\xi=(\xi_0,\xi_1)\in\mathbb C^2$ with $\xi^\dagger\xi=1$ and $N\xi=\xi$. Write $F\xi=-i\sigma_y\xi^*$ and $\eta=F\xi$. Assume the canonical anticommutation relations (CAR) $\{d_s,d_t\}=0$ and $\{d_s,d_t^\dagger\}=\delta_{st}$, which express that the quanta are fermions. For $\psi=\eta\,d_0^\dagger+\xi\,d_1^\dagger$ and $J=\psi^\dagger(N/2)\psi$,

$$N\eta=-\eta,\qquad F\eta=-\xi,\qquad J=\tfrac12(d_0^\dagger d_0-d_1^\dagger d_1),$$
$$[J,d_0^\dagger]=\tfrac12\,d_0^\dagger,\qquad [J,d_1^\dagger]=-\tfrac12\,d_1^\dagger .$$

On a nonzero state $\Omega$ with $d_0\Omega=d_1\Omega=0$, the empty state, one has $J\Omega=0$, and $d_0^\dagger\Omega$, $d_1^\dagger\Omega$ are nonzero eigenvectors of $J$ with eigenvalues $+\tfrac12$ and $-\tfrac12$.

## Spin labels of positron spinors in a code

In the free Dirac field the positron creator multiplies a four-spinor $v$, which at rest is built from one two-component spinor, and the model keeps that spinor and the two spin modes of a single free positron at rest. A code for tree-level amplitudes with polarised positrons has to attach a physical spin label to each $v$. The identities say that the label $+\tfrac12$ along $n$ belongs to the spinor with $N\eta=-\eta$, and that $F$ produces it from the electron spinor $\xi$. A swapped label leaves a spin-summed cross section unchanged and reverses the positron polarisation.

The relation $F^2=-1$ concerns relative signs. A code that generates both positron spinors by flipping the electron pair $(\xi,\eta)$ obtains $(\eta,-\xi)$, whereas the field here uses $(\eta,+\xi)$. The two differ by $d_1\to-d_1$, which preserves the CAR and leaves $J$ as it is, but changes the sign of an amplitude for mode 1.

## Flip, mode expansion and commutator

Since $-i\sigma_y=\begin{pmatrix}0&-1\\1&0\end{pmatrix}$, the flip is $F\xi=(-\xi_1^*,\xi_0^*)$. Applying it again gives $(-\xi_0,-\xi_1)=-\xi$. Further $\eta^\dagger\xi=-\xi_1\xi_0+\xi_0\xi_1=0$, its conjugate $\xi^\dagger\eta$ vanishes too, and $\eta^\dagger\eta=|\xi_1|^2+|\xi_0|^2=\xi^\dagger\xi$.

Each Pauli matrix $\sigma_k$ obeys $\sigma_y\sigma_k^*=-\sigma_k\sigma_y$: the matrices $\sigma_x,\sigma_z$ are real and anticommute with $\sigma_y$, while $\sigma_y^*=-\sigma_y$. For real $n$ this gives $\sigma_yN^*=-N\sigma_y$, hence

$$F(N\xi)=-i\sigma_yN^*\xi^*=iN\sigma_y\xi^*=-N\,F\xi$$

for every $\xi$. With $N\xi=\xi$ it reads $N\eta=-\eta$. The axis is automatically a unit vector: $N^2=|n|^2$, so $0=(N+1)(N-1)\xi=(|n|^2-1)\xi$, and $\xi\neq0$ forces $|n|^2=1$.

Now take any finite set of modes $d_s$, any spinors $\chi_s$ with components $\chi_s(a)$, and any square matrix $M$. For $\psi_a=\sum_s\chi_s(a)\,d_s^\dagger$ the adjoint is $\psi_a^\dagger=\sum_s\chi_s(a)^*d_s$, so

$$Q=\psi^\dagger M\psi=\sum_{ab}M_{ab}\,\psi_a^\dagger\psi_b=\sum_{st}m_{st}\,d_sd_t^\dagger,\qquad m_{st}=\chi_s^\dagger M\chi_t .$$

No commutation rule has been used. Adding and subtracting $d_sd_r^\dagger d_t^\dagger$ gives

$$[d_sd_t^\dagger,d_r^\dagger]=d_s\{d_t^\dagger,d_r^\dagger\}-\{d_s,d_r^\dagger\}\,d_t^\dagger=-\delta_{sr}\,d_t^\dagger,$$

where $\{d_t^\dagger,d_r^\dagger\}=0$ is the adjoint of $\{d_r,d_t\}=0$. Summing against $m_{st}$,

$$[Q,d_r^\dagger]=-\sum_t m_{rt}\,d_t^\dagger .$$

For $M=N/2$, $\chi_0=\eta$, $\chi_1=\xi$ the matrix elements are $m_{00}=-\tfrac12\eta^\dagger\eta=-\tfrac12$, $m_{11}=\tfrac12$, $m_{01}=\tfrac12\eta^\dagger\xi=0$ and $m_{10}=-\tfrac12\xi^\dagger\eta=0$. The two commutators follow, and

$$J=-\tfrac12(1-d_0^\dagger d_0)+\tfrac12(1-d_1^\dagger d_1)=\tfrac12(d_0^\dagger d_0-d_1^\dagger d_1).$$

On $\Omega$ both number operators vanish, so $J\Omega=0$ and $Jd_s^\dagger\Omega=[J,d_s^\dagger]\Omega=\pm\tfrac12d_s^\dagger\Omega$. If $d_s^\dagger\Omega$ were zero, then $\Omega=(d_sd_s^\dagger+d_s^\dagger d_s)\Omega=0$, against the assumption.

A single mode $d$ with spinor $\chi$ and $m=\chi^\dagger M\chi$ is the smallest non-empty instance of the general commutator: $[Q,d^\dagger]=-m\,d^\dagger$, with $Q=m\,dd^\dagger=m(1-d^\dagger d)$. There the constant $m$ survives on the vacuum. In the two-mode operator $J$ the constants $-\tfrac12$ and $+\tfrac12$ cancel, so $J$ needs no normal ordering.

## The Lean file

```lean
import Mathlib

open Matrix Complex

namespace PositronSpin

noncomputable section

/-- The Pauli matrices σ₁, σ₂, σ₃, indexed by 0, 1, 2. -/
def pauli : Fin 3 → Matrix (Fin 2) (Fin 2) ℂ :=
  ![!![0, 1; 1, 0], !![0, -I; I, 0], !![1, 0; 0, -1]]

/-- The matrix n·σ for a real three-vector n. -/
def nSigma (n : Fin 3 → ℝ) : Matrix (Fin 2) (Fin 2) ℂ := ∑ k, (n k : ℂ) • pauli k

/-- The flipped spinor -iσ₂ ξ*. -/
def spinFlip (ξ : Fin 2 → ℂ) : Fin 2 → ℂ := (-I) • (pauli 1 *ᵥ star ξ)

/-- In components the flip sends (ξ₀, ξ₁) to (-ξ₁*, ξ₀*). -/
theorem spinFlip_eq (ξ : Fin 2 → ℂ) : spinFlip ξ = ![-star (ξ 1), star (ξ 0)] := by
  ext i
  fin_cases i <;>
    simp [spinFlip, pauli, dotProduct, Fin.sum_univ_two, ← mul_assoc]

/-- The entries of n·σ. -/
theorem nSigma_eq (n : Fin 3 → ℝ) :
    nSigma n = !![(n 2 : ℂ), n 0 - I * n 1; n 0 + I * n 1, -(n 2 : ℂ)] := by
  ext i j
  fin_cases i <;> fin_cases j <;>
    simp [nSigma, pauli, Fin.sum_univ_three, Matrix.sum_apply] <;> ring

/-- Flipping twice gives -ξ; the flipped spinor is orthogonal to ξ and has the same norm. -/
theorem spinFlip_props (ξ : Fin 2 → ℂ) :
    spinFlip (spinFlip ξ) = -ξ ∧ star (spinFlip ξ) ⬝ᵥ ξ = 0 ∧ star ξ ⬝ᵥ spinFlip ξ = 0 ∧
      star (spinFlip ξ) ⬝ᵥ spinFlip ξ = star ξ ⬝ᵥ ξ := by
  refine ⟨?_, ?_, ?_, ?_⟩
  · ext i
    fin_cases i <;> simp [spinFlip_eq]
  all_goals
    simp [spinFlip_eq, dotProduct, Fin.sum_univ_two]
    ring

/-- The flip anticommutes with n·σ for every real n. -/
theorem nSigma_spinFlip (n : Fin 3 → ℝ) (ξ : Fin 2 → ℂ) :
    nSigma n *ᵥ spinFlip ξ = -spinFlip (nSigma n *ᵥ ξ) := by
  ext i
  fin_cases i <;>
    simp [spinFlip_eq, nSigma_eq, mulVec, dotProduct, Fin.sum_univ_two, vecHead, vecTail] <;>
    ring

/-- If (n·σ)ξ = ξ for a nonzero spinor ξ, then n is a unit vector. -/
theorem unit_axis_of_eigen (n : Fin 3 → ℝ) (ξ : Fin 2 → ℂ) (hξ : ξ ≠ 0)
    (h : nSigma n *ᵥ ξ = ξ) : n 0 ^ 2 + n 1 ^ 2 + n 2 ^ 2 = 1 := by
  rw [nSigma_eq] at h
  have h0 : (n 2 : ℂ) * ξ 0 + (n 0 - I * n 1) * ξ 1 = ξ 0 := by
    simpa [mulVec, dotProduct, Fin.sum_univ_two, vecHead, vecTail] using congrFun h 0
  have h1 : (n 0 + I * n 1) * ξ 0 + -(n 2 : ℂ) * ξ 1 = ξ 1 := by
    simpa [mulVec, dotProduct, Fin.sum_univ_two, vecHead, vecTail] using congrFun h 1
  -- (n·σ)² = |n|², applied to ξ
  have e0 : ((n 0 : ℂ) ^ 2 + (n 1 : ℂ) ^ 2 + (n 2 : ℂ) ^ 2 - 1) * ξ 0 = 0 := by
    linear_combination ((n 2 : ℂ) + 1) * h0 + ((n 0 : ℂ) - I * n 1) * h1
      + (n 1 : ℂ) ^ 2 * ξ 0 * I_sq
  have e1 : ((n 0 : ℂ) ^ 2 + (n 1 : ℂ) ^ 2 + (n 2 : ℂ) ^ 2 - 1) * ξ 1 = 0 := by
    linear_combination ((n 0 : ℂ) + I * n 1) * h0 + (1 - (n 2 : ℂ)) * h1
      + (n 1 : ℂ) ^ 2 * ξ 1 * I_sq
  by_contra hn
  have hc : (n 0 : ℂ) ^ 2 + (n 1 : ℂ) ^ 2 + (n 2 : ℂ) ^ 2 - 1 ≠ 0 := by
    intro hc
    apply hn
    exact_mod_cast sub_eq_zero.mp hc
  apply hξ
  ext i
  fin_cases i
  · exact (mul_eq_zero.mp e0).resolve_left hc
  · exact (mul_eq_zero.mp e1).resolve_left hc

variable {A : Type*} [Ring A] [StarRing A] [Algebra ℂ A] [StarModule ℂ A]
variable {ι κ : Type*} [Fintype ι] [Fintype κ]

/-- Canonical anticommutation relations {d_s, d_t} = 0 and {d_s, d_t*} = δ_st. -/
structure IsCAR {B σ : Type*} [Ring B] [Star B] [DecidableEq σ] (d : σ → B) : Prop where
  anti : ∀ s t, d s * d t + d t * d s = 0
  anti_star : ∀ s t, d s * star (d t) + star (d t) * d s = if s = t then 1 else 0

/-- The antiparticle field ψ_a = Σ_s χ_s(a) d_s*, built from creation operators. -/
def field (χ : ι → κ → ℂ) (d : ι → A) : κ → A := fun a => ∑ s, χ s a • star (d s)

/-- The bilinear ψ*Mψ = Σ_ab M_ab ψ_a* ψ_b. -/
def bilinear (M : Matrix κ κ ℂ) (ψ : κ → A) : A := ∑ a, ∑ b, M a b • (star (ψ a) * ψ b)

/-- Mode expansion ψ*Mψ = Σ_st (χ_s† M χ_t) d_s d_t*. -/
theorem bilinear_field (M : Matrix κ κ ℂ) (χ : ι → κ → ℂ) (d : ι → A) :
    bilinear M (field χ d) =
      ∑ s, ∑ t, (star (χ s) ⬝ᵥ M *ᵥ χ t) • (d s * star (d t)) := by
  have swap : ∀ f : κ → κ → ι → ι → A,
      ∑ a, ∑ b, ∑ s, ∑ t, f a b s t = ∑ s, ∑ t, ∑ a, ∑ b, f a b s t := by
    intro f
    calc _ = ∑ p : κ × κ, ∑ q : ι × ι, f p.1 p.2 q.1 q.2 := by
          simp only [Fintype.sum_prod_type]
      _ = ∑ q : ι × ι, ∑ p : κ × κ, f p.1 p.2 q.1 q.2 := Finset.sum_comm
      _ = _ := by simp only [Fintype.sum_prod_type]
  simp only [bilinear, field, star_sum, star_smul, star_star, Finset.sum_mul_sum,
    Finset.smul_sum, smul_mul_assoc, mul_smul_comm, smul_smul]
  simp only [mulVec, dotProduct, Finset.mul_sum, Finset.sum_smul, Pi.star_apply]
  refine (swap _).trans ?_
  refine Finset.sum_congr rfl fun s _ => Finset.sum_congr rfl fun t _ =>
    Finset.sum_congr rfl fun a _ => Finset.sum_congr rfl fun b _ => ?_
  congr 1
  ring

/-- For CAR modes, [ψ*Mψ, d_r*] = -Σ_t (χ_r† M χ_t) d_t*. -/
theorem bilinear_comm_create [DecidableEq ι] {d : ι → A} (h : IsCAR d) (M : Matrix κ κ ℂ)
    (χ : ι → κ → ℂ) (r : ι) :
    bilinear M (field χ d) * star (d r) - star (d r) * bilinear M (field χ d) =
      -∑ t, (star (χ r) ⬝ᵥ M *ᵥ χ t) • star (d t) := by
  -- [d_s d_t*, d_r*] = -δ_sr d_t*
  have key : ∀ s t, d s * star (d t) * star (d r) - star (d r) * (d s * star (d t)) =
      -(if s = r then star (d t) else 0) := by
    intro s t
    have h2 : star (d t) * star (d r) + star (d r) * star (d t) = 0 := by
      simpa [star_add, star_mul] using congrArg star (h.anti r t)
    calc _ = d s * (star (d t) * star (d r) + star (d r) * star (d t))
          - (d s * star (d r) + star (d r) * d s) * star (d t) := by noncomm_ring
      _ = _ := by
          rw [h2, h.anti_star]
          split_ifs <;> simp
  rw [bilinear_field]
  simp only [Finset.sum_mul, Finset.mul_sum, smul_mul_assoc, mul_smul_comm,
    ← Finset.sum_sub_distrib, ← smul_sub, key]
  rw [Finset.sum_eq_single r]
  · simp
  · intro s _ hs
    simp [hs]
  · simp

/-- The spinors η = -iσ₂ ξ* and ξ attached to modes 0 and 1. -/
def modeSpinors (ξ : Fin 2 → ℂ) : Fin 2 → Fin 2 → ℂ := ![spinFlip ξ, ξ]

/-- The spin operator J = ψ*(n·σ/2)ψ for ψ = η d₀* + ξ d₁*. -/
def spinOp (n : Fin 3 → ℝ) (ξ : Fin 2 → ℂ) (d : Fin 2 → A) : A :=
  bilinear ((1 / 2 : ℂ) • nSigma n) (field (modeSpinors ξ) d)

/-- For a unit spinor with (n·σ)ξ = ξ and CAR modes: (n·σ)η = -η, η flips to -ξ,
J = (d₀*d₀ - d₁*d₁)/2, [J, d₀*] = d₀*/2 and [J, d₁*] = -d₁*/2. -/
theorem positron_spin {n : Fin 3 → ℝ} {ξ : Fin 2 → ℂ} {d : Fin 2 → A} (h : IsCAR d)
    (hu : star ξ ⬝ᵥ ξ = 1) (hξ : nSigma n *ᵥ ξ = ξ) :
    nSigma n *ᵥ spinFlip ξ = -spinFlip ξ ∧ spinFlip (spinFlip ξ) = -ξ ∧
    spinOp n ξ d = (1 / 2 : ℂ) • (star (d 0) * d 0 - star (d 1) * d 1) ∧
    spinOp n ξ d * star (d 0) - star (d 0) * spinOp n ξ d = (1 / 2 : ℂ) • star (d 0) ∧
    spinOp n ξ d * star (d 1) - star (d 1) * spinOp n ξ d = (-(1 / 2) : ℂ) • star (d 1) := by
  obtain ⟨hff, o1, o2, hn⟩ := spinFlip_props ξ
  have hη : nSigma n *ᵥ spinFlip ξ = -spinFlip ξ := by rw [nSigma_spinFlip, hξ]
  have hs : ∀ v : Fin 2 → ℂ,
      ((1 / 2 : ℂ) • nSigma n) *ᵥ v = (1 / 2 : ℂ) • (nSigma n *ᵥ v) := by
    intro v
    ext i
    simp only [mulVec, dotProduct, Fin.sum_univ_two, Matrix.smul_apply, Pi.smul_apply,
      smul_eq_mul]
    ring
  have e0 : modeSpinors ξ 0 = spinFlip ξ := rfl
  have e1 : modeSpinors ξ 1 = ξ := rfl
  have h0 : d 0 * star (d 0) = 1 - star (d 0) * d 0 :=
    eq_sub_of_add_eq (by simpa using h.anti_star 0 0)
  have h1 : d 1 * star (d 1) = 1 - star (d 1) * d 1 :=
    eq_sub_of_add_eq (by simpa using h.anti_star 1 1)
  -- the matrix elements of n·σ/2 in (η, ξ) are diag(-1/2, 1/2)
  refine ⟨hη, hff, ?_, ?_, ?_⟩
  · rw [spinOp, bilinear_field]
    simp only [Fin.sum_univ_two, e0, e1, hs, hη, hξ, dotProduct_smul, dotProduct_neg,
      o1, o2, hn, hu, smul_eq_mul, h0, h1]
    module
  all_goals
    rw [spinOp, bilinear_comm_create h]
    simp only [Fin.sum_univ_two, e0, e1, hs, hη, hξ, dotProduct_smul, dotProduct_neg,
      o1, o2, hn, hu, smul_eq_mul]
    module

/-- On a nonzero vacuum Ω annihilated by both modes, JΩ = 0, the states d_s*Ω are nonzero,
and J has eigenvalue +1/2 on d₀*Ω and -1/2 on d₁*Ω. -/
theorem positron_state {V : Type*} [AddCommGroup V] [Module ℂ V] [Module A V]
    [IsScalarTower ℂ A V] {n : Fin 3 → ℝ} {ξ : Fin 2 → ℂ} {d : Fin 2 → A} (h : IsCAR d)
    (hu : star ξ ⬝ᵥ ξ = 1) (hξ : nSigma n *ᵥ ξ = ξ) {Ω : V} (hne : Ω ≠ 0)
    (hΩ : ∀ s, d s • Ω = 0) :
    spinOp n ξ d • Ω = 0 ∧ (∀ s, star (d s) • Ω ≠ 0) ∧
    spinOp n ξ d • (star (d 0) • Ω) = (1 / 2 : ℂ) • (star (d 0) • Ω) ∧
    spinOp n ξ d • (star (d 1) • Ω) = (-(1 / 2) : ℂ) • (star (d 1) • Ω) := by
  obtain ⟨-, -, hN, c0, c1⟩ := positron_spin h hu hξ
  have hJ : spinOp n ξ d • Ω = 0 := by
    rw [hN]
    simp only [smul_assoc, sub_smul, mul_smul, hΩ, smul_zero, sub_self]
  refine ⟨hJ, fun s h0 => hne ?_, ?_, ?_⟩
  · calc Ω = (d s * star (d s) + star (d s) * d s) • Ω := by
          rw [h.anti_star, if_pos rfl, one_smul]
      _ = 0 := by simp only [add_smul, mul_smul, h0, hΩ, smul_zero, add_zero]
  · rw [← mul_smul, eq_add_of_sub_eq c0, add_smul, smul_assoc, mul_smul, hJ, smul_zero,
      add_zero]
  · rw [← mul_smul, eq_add_of_sub_eq c1, add_smul, smul_assoc, mul_smul, hJ, smul_zero,
      add_zero]

/-- Jordan-Wigner annihilation matrices for two fermion modes. -/
def jw : Fin 2 → Matrix (Fin 4) (Fin 4) ℂ :=
  ![!![0, 1, 0, 0; 0, 0, 0, 0; 0, 0, 0, 1; 0, 0, 0, 0],
    !![0, 0, 1, 0; 0, 0, 0, -1; 0, 0, 0, 0; 0, 0, 0, 0]]

/-- The projector on the empty state of the two modes. -/
def vac : Matrix (Fin 4) (Fin 4) ℂ := !![1, 0, 0, 0; 0, 0, 0, 0; 0, 0, 0, 0; 0, 0, 0, 0]

set_option maxHeartbeats 400000 in
/-- The Jordan-Wigner matrices obey the CAR and annihilate the nonzero matrix `vac`;
ξ = (4/5, 3i/5) is a unit spinor with (n·σ)ξ = ξ for n = (0, 24/25, 7/25). -/
theorem positron_spin_witness :
    IsCAR jw ∧ (∀ s, jw s * vac = 0) ∧ vac ≠ 0 ∧
    star ![(4 / 5 : ℂ), 3 / 5 * I] ⬝ᵥ ![(4 / 5 : ℂ), 3 / 5 * I] = 1 ∧
    nSigma ![0, 24 / 25, 7 / 25] *ᵥ ![4 / 5, 3 / 5 * I] = ![4 / 5, 3 / 5 * I] := by
  refine ⟨⟨fun s t => ?_, fun s t => ?_⟩, fun s => ?_, fun h => ?_, ?_, ?_⟩
  · fin_cases s <;> fin_cases t <;> ext i j <;> fin_cases i <;> fin_cases j <;>
      simp [jw, Matrix.mul_apply, Fin.sum_univ_four]
  · ext i j
    simp only [Matrix.add_apply, Matrix.mul_apply, Matrix.star_apply, Fin.sum_univ_four]
    fin_cases s <;> fin_cases t <;> fin_cases i <;> fin_cases j <;>
      simp [jw, Matrix.one_apply]
  · fin_cases s <;> ext i j <;> fin_cases i <;> fin_cases j <;>
      simp [jw, vac, Matrix.mul_apply, Fin.sum_univ_four]
  · have := congrFun (congrFun h 0) 0
    simp [vac] at this
  · simp [dotProduct, Fin.sum_univ_two, map_ofNat, Complex.ext_iff] <;> norm_num
  · rw [nSigma_eq]
    ext i
    fin_cases i <;> simp [mulVec, dotProduct, Fin.sum_univ_two, Complex.ext_iff] <;> norm_num

end

end PositronSpin
```

```lean
#print axioms PositronSpin.unit_axis_of_eigen
#print axioms PositronSpin.positron_spin
#print axioms PositronSpin.positron_state
```

```
'PositronSpin.unit_axis_of_eigen' depends on axioms: [propext, Classical.choice, Quot.sound]
'PositronSpin.positron_spin' depends on axioms: [propext, Classical.choice, Quot.sound]
'PositronSpin.positron_state' depends on axioms: [propext, Classical.choice, Quot.sound]
```

## Spinors, operators and states in Lean

Spinors are functions `Fin 2 → ℂ`, and `pauli 0`, `pauli 1`, `pauli 2` are $\sigma_x,\sigma_y,\sigma_z$; the comments write $\sigma_y$ as σ₂ and adjoints with an asterisk. The operation `star` is componentwise conjugation on spinors and the adjoint on operators, so `star ξ ⬝ᵥ ξ` is $\xi^\dagger\xi$ and `star (d s)` is $d_s^\dagger$. The matrix $N$ is `nSigma n` and $F$ is `spinFlip`. Operators live in an arbitrary complex algebra `A` with an involution, where `StarModule ℂ A` makes the adjoint conjugate scalars. `IsCAR d` bundles the two relations `anti` and `anti_star`. The definitions `field` and `bilinear` are $\psi_a$ and $Q$, with `ι` indexing modes and `κ` spinor components, `modeSpinors` is the pair $(\eta,\xi)$, and `spinOp` is $J$ in units $\hbar=1$.

`positron_spin` takes the CAR `h`, the normalisation `hu` and the eigenvalue equation `hξ`, and concludes the five operator and spinor identities. It has no hypothesis $|n|=1$; `unit_axis_of_eigen` derives that separately for any nonzero $\xi$. `positron_state` adds a complex vector space `V` on which `A` acts compatibly with scalars, and a vector `Ω` with `hne` and `hΩ`.

## Correspondence of the lemmas with the derivation

`spinFlip_eq` and `nSigma_eq` give the component forms, and `spinFlip_props` and `nSigma_spinFlip` check the flip identities component by component. For the anticommutation Lean therefore compares entries instead of using $\sigma_y\sigma_k^*=-\sigma_k\sigma_y$: the component with index 0 is $(n_0-in_1)\xi_0^*-n_2\xi_1^*$ on both sides. In `unit_axis_of_eigen`, `h0` and `h1` are the rows of $N\xi=\xi$, and the coefficients given to `linear_combination` in `e0` and `e1` are the rows of $N+1$, with `I_sq` supplying $i^2=-1$.

`bilinear_field` expands both sides into fourfold sums, and `swap` exchanges the component sums with the mode sums. In `bilinear_comm_create`, `key` is the commutator $[d_sd_t^\dagger,d_r^\dagger]$: `noncomm_ring` performs the split into two anticommutators, `h2` is the adjoint of `h.anti`, and `Finset.sum_eq_single r` collapses the Kronecker delta. `positron_spin` inserts the four matrix elements through `hη`, `o1`, `o2`, `hn` and `hu`, reorders with `h0` and `h1`, and lets `module` collect coefficients. `positron_state` repeats the vacuum argument, using `c0` and `c1` in the form $Jd_s^\dagger=\pm\tfrac12d_s^\dagger+d_s^\dagger J$.

`positron_spin_witness` supplies explicit data for the assumptions. The matrices `jw` act on four basis states, numbered $0$ to $3$: empty, mode 0 filled, mode 1 filled, and $d_0^\dagger d_1^\dagger$ applied to the empty state, which accounts for the entry $-1$ in `jw 1`. The vacuum `vac` is the projector on the empty state, annihilated by left multiplication, so the matrix algebra serves as its own state space. The axis $n=(0,\tfrac{24}{25},\tfrac7{25})$ has a large $y$ component and $\xi=(\tfrac45,\tfrac{3i}5)$ is complex, so the conjugation in $F$ matters. For these data $\eta=(\tfrac{3i}5,\tfrac45)$ and $J=\operatorname{diag}(0,\tfrac12,-\tfrac12,0)$, values that an implementation can be compared with.

## Assumed physics and limits of the result

The theorems are exact algebra for every real $n$, every admissible $\xi$ and every family obeying the CAR. The general commutator needs neither a Hermitian $M$ nor orthonormal $\chi_s$, and it fixes the index order $m_{rt}$ for off-diagonal elements.

The CAR are a hypothesis, and no connection between spin and statistics is derived. That $\psi^\dagger(N/2)\psi$ is the spin along $n$ is a definition; it is not obtained as the conserved charge of rotations. The field has two components and only antiparticle modes, so four-spinors, the electron modes with their cross terms, momentum sums, orbital angular momentum and moving positrons are absent. The algebra `A` carries no norm or positivity and `V` no inner product, so the one-particle states are shown to be nonzero, not normalised or orthogonal. In `positron_state` the vacuum is assumed, and its uniqueness is not addressed. Rounding is not treated: a numerically computed $\xi$ satisfies $N\xi=\xi$ only approximately, and no error bound is given for that case.

The link to $v$, the substitution $d_1\to-d_1$, the one-mode constant and the explicit $\eta$ and $J$ for the witness are ordinary reasoning around the theorems, not statements in the file.
